# Polynomial identities for the Gaunt and Breit matrices of two Dirac electrons

The Gaunt and Breit interactions of two Dirac electrons mix their spinor components. The Breit mixing depends on the direction of their separation, held fixed here as a real unit vector n, and the Gaunt mixing does not. At a fixed separation this leaves finite matrices G and B. In atomic units the Gaunt and Breit interactions at distance r are −G/r and −B/r. The identities are

(G² − 1)(G² − 9) = 0

B(B² − 1)(B² − 4) = 0

where numbers stand for multiples of the identity matrix.

```lean
import Mathlib

open Matrix
open scoped Kronecker

namespace GauntBreit

noncomputable section

variable {m : Type*} [Fintype m] [DecidableEq m]
```

The finite type `m` labels the spinor components of one electron.

```lean
/-- Three matrices obey the Dirac alpha relations: each squares to one and
different ones anticommute. -/
structure IsAlpha (α : Fin 3 → Matrix m m ℂ) : Prop where
  sq : ∀ k, α k * α k = 1
  anti : ∀ i j, i ≠ j → α i * α j = -(α j * α i)
```

`IsAlpha` assumes α_k² = 1 and α_iα_j = −α_jα_i for i ≠ j. These relations give (α·p)² = p² for a momentum p, as the relativistic energy requires. Lean numbers the axes x, y, z as 0, 1, 2. Hermiticity is not assumed.

```lean
/-- The component `α·n` of the alpha matrices along a real vector `n`. -/
def along (α : Fin 3 → Matrix m m ℂ) (n : Fin 3 → ℝ) : Matrix m m ℂ :=
  ∑ k, (n k : ℂ) • α k
```

This is α·n = Σ_k n_k α_k, with the real components read as complex numbers.

```lean
/-- The matrix factor of the Gaunt interaction, `G = ∑ α_k ⊗ α_k`. -/
def gaunt (α : Fin 3 → Matrix m m ℂ) : Matrix (m × m) (m × m) ℂ :=
  ∑ k, α k ⊗ₖ α k
```

`⊗ₖ` is the Kronecker product, one factor per electron, and pairs in `m × m` label the two-electron components.

```lean
/-- The matrix `B = (G + α·n ⊗ α·n)/2`. It is the matrix factor of the Breit interaction when `n` is
the unit vector along the separation. -/
def breit (α : Fin 3 → Matrix m m ℂ) (n : Fin 3 → ℝ) : Matrix (m × m) (m × m) ℂ :=
  (1 / 2 : ℂ) • (gaunt α + along α n ⊗ₖ along α n)
```

Equivalently B = G + (α·n ⊗ α·n − G)/2, the full Gaunt term plus a direction-dependent correction. The sign and the factor 1/r are left out.

```lean
/-- The three Pauli matrices. -/
def pauli : Fin 3 → Matrix (Fin 2) (Fin 2) ℂ :=
  ![!![0, 1; 1, 0], !![0, -Complex.I; Complex.I, 0], !![1, 0; 0, -1]]
```

These are σ_x, σ_y, σ_z, listed by rows.

```lean
/-- The alpha matrices in the Dirac representation, with Pauli matrices in the
off-diagonal blocks. -/
def diracAlpha (k : Fin 3) : Matrix (Fin 2 ⊕ Fin 2) (Fin 2 ⊕ Fin 2) ℂ :=
  fromBlocks 0 (pauli k) (pauli k) 0
```

`Fin 2 ⊕ Fin 2` separates the upper and lower spinor components.

```lean
/-- The sum `X` of three commuting involutions obeys `(X² - 1)(X² - 9) = 0`. -/
theorem sum_involutions {A : Type*} [Ring A] {P Q R : A}
    (hP : P * P = 1) (hQ : Q * Q = 1) (hR : R * R = 1)
    (hPQ : Commute P Q) (hPR : Commute P R) (hQR : Commute Q R) :
    ((P + Q + R) ^ 2 - 1) * ((P + Q + R) ^ 2 - 9) = 0 := by
  have hP' : ∀ x, P * (P * x) = x := fun x => by rw [← mul_assoc, hP, one_mul]
  have hQ' : ∀ x, Q * (Q * x) = x := fun x => by rw [← mul_assoc, hQ, one_mul]
  obtain ⟨Z, hZ⟩ : ∃ Z, Z = 1 + P * Q + P * R + Q * R := ⟨_, rfl⟩
  -- the square of the sum is 1 + 2Z, and Z * Z = 4Z
  have s1 : (P + Q + R) ^ 2 - 1 = Z + Z := by
    rw [hZ]
    simp only [pow_two, mul_add, add_mul, hP, hQ, hR, hPQ.symm.eq, hPR.symm.eq, hQR.symm.eq]
    abel
  have e : Z * Z = Z + Z + Z + Z := by
    rw [hZ]
    simp only [mul_add, add_mul, mul_assoc, one_mul, mul_one, hP, hQ, hR, hP', hQ',
      hPQ.symm.eq, hQR.symm.eq,
      hPQ.symm.left_comm, hPR.symm.left_comm, hQR.symm.left_comm]
    abel
  have h9 : (9 : A) = 1 + (1 + 1 + 1 + 1 + 1 + 1 + 1 + 1) := by norm_num
  rw [h9, ← sub_sub, s1]
  simp only [mul_sub, mul_add, add_mul, mul_one, e]
  abel
```

P, Q, R commute and square to 1. Put X = P + Q + R, S = PQ + PR + QR and Z = 1 + S. Then

X² − 1 = 2 + 2S = 2Z

Z² = 1 + 2S + S² = 1 + 2S + (3 + 2S) = 4Z

(X² − 1)(X² − 9) = 2Z(2Z − 8) = 4Z² − 16Z = 0.

In Lean, `s1` and `e` are the first two lines; `simp only` multiplies out and `abel` collects terms.

```lean
/-- For commuting involutions `P`, `Q`, `R`, the element `X = P + (Q + R)/2` obeys
`X(X² - 1)(X² - 4) = 0`. -/
theorem weighted_involutions {A : Type*} [Ring A] [Algebra ℂ A] {P Q R : A}
    (hP : P * P = 1) (hQ : Q * Q = 1) (hR : R * R = 1)
    (hPQ : Commute P Q) (hPR : Commute P R) (hQR : Commute Q R) :
    (P + (1 / 2 : ℂ) • (Q + R)) * ((P + (1 / 2 : ℂ) • (Q + R)) ^ 2 - 1) *
      ((P + (1 / 2 : ℂ) • (Q + R)) ^ 2 - 4) = 0 := by
  have hP' : ∀ x, P * (P * x) = x := fun x => by rw [← mul_assoc, hP, one_mul]
  have hQ' : ∀ x, Q * (Q * x) = x := fun x => by rw [← mul_assoc, hQ, one_mul]
  obtain ⟨V, hV⟩ : ∃ V, V = (1 / 2 : ℂ) • (Q + R) := ⟨_, rfl⟩
  have hPV : Commute P V := by
    rw [hV]
    exact (hPQ.add_right hPR).smul_right _
  -- the half sum equals its own cube
  have hV3 : V * (V * V) = V := by
    rw [hV]
    simp only [smul_mul_assoc, mul_smul_comm, smul_smul, mul_add, add_mul, smul_add,
      mul_one, hQ, hR, hQ', hQR.symm.eq, hQR.symm.left_comm]
    module
  rw [← hV]
  have s1 : (P + V) ^ 2 - 1 = P * V + P * V + V * V := by
    simp only [pow_two, mul_add, add_mul, hP, hPV.symm.eq]
    abel
  have h4 : (4 : A) = 1 + (1 + 1 + 1) := by norm_num
  rw [h4, ← sub_sub, s1]
  simp only [mul_sub, mul_add, add_mul, mul_assoc, mul_one, hP', hV3,
    hPV.symm.left_comm]
  abel
```

Put V = (Q + R)/2. Then V² = (1 + QR)/2, and

V³ = (Q + R)(1 + QR)/4 = (2Q + 2R)/4 = V,

which is `hV3`. With X = P + V,

X² − 1 = 2PV + V²

X(X² − 1) = 2V + 3PV² + V³ = 3V + 3PV².

Multiplying by X² − 4 = 2PV + V² − 3 gives

(6PV² + 3V − 9V) + (6V + 3PV² − 9PV²) = 0.

```lean
/-- For matrices obeying the alpha relations and real vectors `u` and `v`, the anticommutator of
`α·u` and `α·v` is twice the scalar product of `u` and `v`, times the identity. -/
theorem along_anticomm {α : Fin 3 → Matrix m m ℂ} (h : IsAlpha α) (u v : Fin 3 → ℝ) :
    along α u * along α v + along α v * along α u
      = (2 * ((u ⬝ᵥ v : ℝ) : ℂ)) • (1 : Matrix m m ℂ) := by
  have a10 := h.anti 1 0 (by decide)
  have a20 := h.anti 2 0 (by decide)
  have a21 := h.anti 2 1 (by decide)
  simp only [along, dotProduct, Fin.sum_univ_three, add_mul, mul_add, smul_mul_assoc,
    mul_smul_comm, h.sq, a10, a20, a21, Complex.ofReal_add, Complex.ofReal_mul]
  module
```

Expanding both products gives

Σ_ij u_i v_j (α_iα_j + α_jα_i) = 2 u·v,

since only i = j survives. `module` collects the scalar coefficients.

```lean
omit [DecidableEq m] in
/-- If two one-electron matrices anticommute, their pair operators `A ⊗ A` and `B ⊗ B`
commute. -/
theorem pair_commute {A B : Matrix m m ℂ} (h : A * B = -(B * A)) :
    Commute (A ⊗ₖ A) (B ⊗ₖ B) := by
  change (A ⊗ₖ A) * (B ⊗ₖ B) = (B ⊗ₖ B) * (A ⊗ₖ A)
  rw [← mul_kronecker_mul, ← mul_kronecker_mul, h]
  ext ⟨i, j⟩ ⟨k, l⟩
  simp only [kroneckerMap_apply, Matrix.neg_apply, neg_mul_neg]
```

Here A and B are any one-electron matrices, so this B is not the Breit matrix. If AB = −BA, the two signs cancel:

(A⊗A)(B⊗B) = AB⊗AB = (−BA)⊗(−BA) = (B⊗B)(A⊗A).

```lean
/-- Every real unit vector in three dimensions is the first row of an orthogonal matrix. -/
theorem exists_frame (n : Fin 3 → ℝ) (hn : n ⬝ᵥ n = 1) :
    ∃ M : Matrix (Fin 3) (Fin 3) ℝ, M 0 = n ∧ M * Mᵀ = 1 := by
  simp only [dotProduct, Fin.sum_univ_three] at hn
  have key : ∀ x y z u v w : ℝ, x * x + y * y + z * z = 1 → u * u + v * v + w * w = 1 →
      n 0 * x + n 1 * y + n 2 * z = 0 → n 0 * u + n 1 * v + n 2 * w = 0 →
      x * u + y * v + z * w = 0 →
      ∃ M : Matrix (Fin 3) (Fin 3) ℝ, M 0 = n ∧ M * Mᵀ = 1 := by
    intro x y z u v w h1 h2 h3 h4 h5
    refine ⟨Matrix.of ![n, ![x, y, z], ![u, v, w]], rfl, ?_⟩
    ext i j
    fin_cases i <;> fin_cases j <;>
      simp [Matrix.mul_apply, Fin.sum_univ_three] <;> linarith
  by_cases h : n 0 * n 0 + n 1 * n 1 = 0
  · -- the vector lies on the third axis
    have h0 : n 0 = 0 := mul_self_eq_zero.mp
      (by linarith [mul_self_nonneg (n 0), mul_self_nonneg (n 1)])
    have h1 : n 1 = 0 := mul_self_eq_zero.mp
      (by linarith [mul_self_nonneg (n 0), mul_self_nonneg (n 1)])
    exact key 1 0 0 0 1 0 (by norm_num) (by norm_num) (by linear_combination h0)
      (by linear_combination h1) (by norm_num)
  · obtain ⟨s, hs⟩ : ∃ s : ℝ, s * s * (n 0 * n 0 + n 1 * n 1) = 1 :=
      ⟨√((n 0 * n 0 + n 1 * n 1)⁻¹), by
        rw [Real.mul_self_sqrt (inv_nonneg.mpr
          (add_nonneg (mul_self_nonneg _) (mul_self_nonneg _))), inv_mul_cancel₀ h]⟩
    exact key (-(s * n 1)) (s * n 0) 0 (-(s * n 0 * n 2)) (-(s * n 1 * n 2))
      (s * (n 0 * n 0 + n 1 * n 1)) (by linear_combination hs)
      (by linear_combination (n 0 * n 0 + n 1 * n 1 + n 2 * n 2) * hs + hn)
      (by ring) (by ring) (by ring)
```

If n₀² + n₁² = 0, then n lies along z, and the x and y axes complete the frame. Otherwise take s = 1/√(n₀² + n₁²) and the further rows

s(−n₁, n₀, 0)

s(−n₀n₂, −n₁n₂, n₀² + n₁²).

Both have length 1 and are orthogonal to n and to each other. `key` turns these scalar relations into MMᵀ = 1.

```lean
omit [Fintype m] [DecidableEq m] in
/-- The Gaunt matrix has the same form in every orthonormal frame, given by the rows
of an orthogonal matrix `M`. -/
theorem gaunt_frame (α : Fin 3 → Matrix m m ℂ) {M : Matrix (Fin 3) (Fin 3) ℝ}
    (hM : M * Mᵀ = 1) : gaunt α = ∑ i, along α (M i) ⊗ₖ along α (M i) := by
  have h' : Mᵀ * M = 1 := mul_eq_one_comm.mp hM
  -- completeness of the frame
  have cd : ∀ i, (M 0 i : ℂ) * M 0 i + M 1 i * M 1 i + M 2 i * M 2 i = 1 := by
    intro i
    have t := congrFun (congrFun h' i) i
    simp only [Matrix.mul_apply, Fin.sum_univ_three, transpose_apply, one_apply_eq] at t
    exact_mod_cast t
  have co : ∀ i j, i ≠ j →
      (M 0 i : ℂ) * M 0 j + M 1 i * M 1 j + M 2 i * M 2 j = 0 := by
    intro i j hij
    have t := congrFun (congrFun h' i) j
    simp only [Matrix.mul_apply, Fin.sum_univ_three, transpose_apply, one_apply_ne hij] at t
    exact_mod_cast t
  ext ⟨p, p'⟩ ⟨q, q'⟩
  simp only [gaunt, along, Fin.sum_univ_three, Matrix.add_apply, Matrix.smul_apply,
    kroneckerMap_apply, smul_eq_mul]
  linear_combination -(α 0 p q * α 0 p' q') * cd 0 - (α 1 p q * α 1 p' q') * cd 1
    - (α 2 p q * α 2 p' q') * cd 2
    - (α 0 p q * α 1 p' q') * co 0 1 (by decide) - (α 1 p q * α 0 p' q') * co 1 0 (by decide)
    - (α 0 p q * α 2 p' q') * co 0 2 (by decide) - (α 2 p q * α 0 p' q') * co 2 0 (by decide)
    - (α 1 p q * α 2 p' q') * co 1 2 (by decide) - (α 2 p q * α 1 p' q') * co 2 1 (by decide)
```

Write M_i for row i of M. Then

Σ_i (α·M_i)⊗(α·M_i) = Σ_kl (Σ_i M_ik M_il) α_k⊗α_l = Σ_k α_k⊗α_k,

because MᵀM = 1. `cd` and `co` are the diagonal and off-diagonal entries of that relation, and `linear_combination` applies them entry by entry.

```lean
/-- For matrices obeying the alpha relations and a real unit vector `n`, the Gaunt and
Breit matrices obey `(G² - 1)(G² - 9) = 0` and `B(B² - 1)(B² - 4) = 0`. -/
theorem gaunt_breit {α : Fin 3 → Matrix m m ℂ} (h : IsAlpha α)
    (n : Fin 3 → ℝ) (hn : n ⬝ᵥ n = 1) :
    (gaunt α ^ 2 - 1) * (gaunt α ^ 2 - 9) = 0 ∧
      breit α n * (breit α n ^ 2 - 1) * (breit α n ^ 2 - 4) = 0 := by
  obtain ⟨M, rfl, hM⟩ := exists_frame n hn
  have r : ∀ i j, M i ⬝ᵥ M j = (1 : Matrix (Fin 3) (Fin 3) ℝ) i j := by
    intro i j
    rw [← hM]
    rfl
  -- pair operators along the frame are commuting involutions
  have sq : ∀ i, (along α (M i) ⊗ₖ along α (M i)) * (along α (M i) ⊗ₖ along α (M i)) = 1 := by
    intro i
    have t := along_anticomm h (M i) (M i)
    rw [r, one_apply_eq, Complex.ofReal_one] at t
    have t' : along α (M i) * along α (M i) = 1 := by
      linear_combination (norm := module) (1 / 2 : ℂ) • t
    rw [← mul_kronecker_mul, t', one_kronecker_one]
  have comm : ∀ i j, i ≠ j →
      Commute (along α (M i) ⊗ₖ along α (M i)) (along α (M j) ⊗ₖ along α (M j)) := by
    intro i j hij
    have t := along_anticomm h (M i) (M j)
    rw [r, one_apply_ne hij, Complex.ofReal_zero, mul_zero, zero_smul] at t
    exact pair_commute (eq_neg_of_add_eq_zero_left t)
  have hG := gaunt_frame α hM
  rw [Fin.sum_univ_three] at hG
  have hB : breit α (M 0) = along α (M 0) ⊗ₖ along α (M 0) + (1 / 2 : ℂ) •
      (along α (M 1) ⊗ₖ along α (M 1) + along α (M 2) ⊗ₖ along α (M 2)) := by
    rw [breit, hG]
    module
  rw [hB, hG]
  exact ⟨sum_involutions (sq 0) (sq 1) (sq 2) (comm 0 1 (by decide))
      (comm 0 2 (by decide)) (comm 1 2 (by decide)),
    weighted_involutions (sq 0) (sq 1) (sq 2) (comm 0 1 (by decide))
      (comm 0 2 (by decide)) (comm 1 2 (by decide))⟩
```

Choose a frame with M₀ = n and let P, Q, R be (α·M_i)⊗(α·M_i) for i = 0, 1, 2. The anticommutator gives (α·M_i)² = 1, so each squares to 1 (`sq`); different rows anticommute, so the pair operators commute (`comm`). Therefore

G = P + Q + R

B = (G + P)/2 = P + (Q + R)/2,

and the two algebraic results apply.

```lean
/-- The alpha matrices of the Dirac representation obey the alpha relations. -/
theorem isAlpha_witness : IsAlpha diracAlpha := by
  have ps : ∀ k, pauli k * pauli k = 1 := by
    intro k
    ext p q
    fin_cases k <;> fin_cases p <;> fin_cases q <;>
      simp [pauli, Matrix.mul_apply, Fin.sum_univ_two]
  have pa : ∀ i j, i ≠ j → pauli i * pauli j = -(pauli j * pauli i) := by
    intro i j hij
    ext p q
    fin_cases i <;> fin_cases j <;> fin_cases p <;> fin_cases q <;>
      simp [pauli, Matrix.mul_apply, Fin.sum_univ_two] at hij ⊢
  refine ⟨fun k => ?_, fun i j hij => ?_⟩
  · simp [diracAlpha, fromBlocks_multiply, ps]
  · simp [diracAlpha, fromBlocks_multiply, fromBlocks_neg, pa i j hij]
```

The product α_iα_j has σ_iσ_j in both diagonal blocks, so the relations reduce to those of the Pauli matrices, which Lean checks entry by entry.

```lean
/-- In the Dirac representation, for every real unit vector `n`, the Gaunt and Breit
matrices obey `(G² - 1)(G² - 9) = 0` and `B(B² - 1)(B² - 4) = 0`. -/
theorem dirac_gaunt_breit (n : Fin 3 → ℝ) (hn : n ⬝ᵥ n = 1) :
    (gaunt diracAlpha ^ 2 - 1) * (gaunt diracAlpha ^ 2 - 9) = 0 ∧
      breit diracAlpha n * (breit diracAlpha n ^ 2 - 1) * (breit diracAlpha n ^ 2 - 4) = 0 :=
  gaunt_breit isAlpha_witness n hn

end

end GauntBreit
```

This is the result for four-component spinors. In relativistic electronic structure it restricts the eigenvalues of G to ±1, ±3 and those of B to 0, ±1, ±2, for two electrons at one fixed separation. Passing to the full interaction, where n and r vary with the electron positions and the operator acts on wave functions, is a further step.

For a numerical instance, take n = (0, 0, 1) and give each electron equal upper and lower components. In the spin singlet (↑↓ − ↓↑)/√2 every α_k⊗α_k gives −1, so G = −3 and B = (−3 − 1)/2 = −2. In the triplet state (↑↓ + ↓↑)/√2 the values are 1, 1, −1, so G = 1 and B = (1 − 1)/2 = 0. These are component vectors chosen for easy arithmetic: in a slow electron the lower components are much smaller than the upper ones, and the triplet vector, being symmetric under exchange, needs a spatial factor that changes sign under exchange.

The smallest nonempty case has two components, with the Pauli matrices themselves as α. There G has only the eigenvalues 1 and −3, and B only 0, 1 and −2, so not every root need occur.

```lean
#print axioms GauntBreit.dirac_gaunt_breit
-- 'GauntBreit.dirac_gaunt_breit' depends on axioms: [propext, Classical.choice, Quot.sound]
```
